# Strict domain monotonicity for finite real symmetric matrices with nonpositive couplings and a connected graph

A single particle hops between finitely many sites. Its Hamiltonian is a real symmetric matrix H: the diagonal holds site energies, the off-diagonal entries H_ij are the couplings. Confining the particle to a set S of sites leaves the principal submatrix H_S. Write E₀(A) for the lowest eigenvalue of A. If the couplings are nonpositive and connect all sites, confinement to a nonempty proper subset strictly raises E₀.

## Sites, couplings and confinement

```lean
import Mathlib

open Matrix

namespace StrictDomainMonotonicity

variable {n : Type*} [Fintype n]
```

The type `n` is the finite set of sites. A vector `v : n → ℝ` assigns a real amplitude to each site.

```lean
/-- The real eigenvalues of a real square matrix. -/
def eigenvalueSet (A : Matrix n n ℝ) : Set ℝ :=
  {μ | ∃ v : n → ℝ, v ≠ 0 ∧ A *ᵥ v = μ • v}
```

A real number μ belongs to this set when Av = μv for some nonzero v. Lean writes `*ᵥ` for matrix times vector and `•` for number times vector.

```lean
/-- The lowest eigenvalue of a real symmetric matrix on a nonempty set of sites. -/
noncomputable def lowestEigenvalue (A : Matrix n n ℝ) : ℝ := sInf (eigenvalueSet A)
```

E₀(A) is defined as the infimum of the eigenvalues. That it is itself an eigenvalue is proved below, for symmetric A on at least one site.

```lean
/-- The coupling graph: two distinct sites are joined when the matrix has a nonzero entry
between them. -/
def couplingGraph (H : Matrix n n ℝ) : SimpleGraph n :=
  SimpleGraph.fromRel fun i j => H i j ≠ 0
```

Distinct sites i and j are joined when H_ij or H_ji is nonzero. Connectedness means that the particle can reach every site by successive hops.

```lean
/-- The principal submatrix of `H` on the set `S` of sites. -/
def restrict (H : Matrix n n ℝ) (S : Finset n) : Matrix S S ℝ :=
  H.submatrix (fun i => (i : n)) (fun i => (i : n))
```

`restrict H S` is H_S: the rows and columns outside S are deleted.

```lean
open Classical in
/-- A vector on the sites of `S`, continued by zero to all sites. -/
noncomputable def extendByZero (S : Finset n) (y : S → ℝ) : n → ℝ :=
  fun i => if h : i ∈ S then y ⟨i, h⟩ else 0
```

A vector y on S becomes a vector on all sites, with amplitude zero outside S.

## Lowest eigenvalue and energy

```lean
/-- A real symmetric matrix on a nonempty set of sites has a least eigenvalue, and
`lowestEigenvalue` is that eigenvalue. -/
theorem lowestEigenvalue_isLeast [Nonempty n] {A : Matrix n n ℝ} (hA : A.IsSymm) :
    IsLeast (eigenvalueSet A) (lowestEigenvalue A) := by
  classical
  -- eigenvalues are roots of the characteristic polynomial, so there are finitely many
  have hfin : (eigenvalueSet A).Finite := by
    refine (A.charpoly.roots.toFinset.finite_toSet).subset ?_
    rintro μ ⟨v, hv, h⟩
    have hdet : (Matrix.scalar n μ - A).det = 0 :=
      Matrix.exists_mulVec_eq_zero_iff.mp ⟨v, hv, by
        rw [Matrix.sub_mulVec, h]
        ext i
        simp [Matrix.scalar_apply]⟩
    rw [Finset.mem_coe, Multiset.mem_toFinset,
      Polynomial.mem_roots A.charpoly_monic.ne_zero, Polynomial.IsRoot, Matrix.eval_charpoly]
    exact hdet
  have hH : A.IsHermitian := Matrix.IsHermitian.ext fun i j => by simpa using hA.apply i j
  obtain ⟨j⟩ := ‹Nonempty n›
  have hne : (eigenvalueSet A).Nonempty :=
    ⟨hH.eigenvalues j, (hH.eigenvectorBasis j).ofLp,
      fun h => hH.eigenvectorBasis.orthonormal.ne_zero j (by ext i; exact congrFun h i),
      hH.mulVec_eigenvectorBasis j⟩
  exact ⟨hne.csInf_mem hfin, fun μ hμ => csInf_le hfin.bddBelow hμ⟩
```

Eigenvalues are roots of det(μ1 − A), so there are finitely many (`hfin`). The spectral theorem supplies at least one (`hne`). A finite nonempty set of reals contains its infimum.

```lean
/-- Variational principle for a real symmetric matrix: the energy of a vector is at least the
lowest eigenvalue times its squared norm, and a vector that attains the bound satisfies the
eigenvalue equation. -/
theorem variational_principle {A : Matrix n n ℝ} (hA : A.IsSymm) (x : n → ℝ) :
    lowestEigenvalue A * (x ⬝ᵥ x) ≤ x ⬝ᵥ A *ᵥ x ∧
      (x ⬝ᵥ A *ᵥ x ≤ lowestEigenvalue A * (x ⬝ᵥ x) → A *ᵥ x = lowestEigenvalue A • x) := by
  classical
  have hmul : ∀ y : n → ℝ, (A - diagonal fun _ => lowestEigenvalue A) *ᵥ y
      = A *ᵥ y - lowestEigenvalue A • y := by
    intro y
    ext i
    simp [Matrix.sub_mulVec]
  have hH : A.IsHermitian := Matrix.IsHermitian.ext fun i j => by simpa using hA.apply i j
  have hB : (A - diagonal fun _ => lowestEigenvalue A).IsHermitian :=
    hH.sub (Matrix.isHermitian_diagonal _)
  -- the shifted matrix has no negative eigenvalue
  have hpsd : (A - diagonal fun _ => lowestEigenvalue A).PosSemidef := by
    refine hB.posSemidef_iff_eigenvalues_nonneg.mpr fun j => ?_
    have : Nonempty n := ⟨j⟩
    have h := hB.mulVec_eigenvectorBasis j
    rw [hmul] at h
    have hle := (lowestEigenvalue_isLeast hA).2
      (show lowestEigenvalue A + hB.eigenvalues j ∈ eigenvalueSet A from
        ⟨(hB.eigenvectorBasis j).ofLp,
          fun h0 => hB.eigenvectorBasis.orthonormal.ne_zero j (by ext i; exact congrFun h0 i),
          by linear_combination (norm := module) h⟩)
    change (0 : ℝ) ≤ hB.eigenvalues j
    linarith
  have hq : x ⬝ᵥ (A - diagonal fun _ => lowestEigenvalue A) *ᵥ x
      = x ⬝ᵥ A *ᵥ x - lowestEigenvalue A * (x ⬝ᵥ x) := by
    rw [hmul, dotProduct_sub, dotProduct_smul, smul_eq_mul]
  have h0 := hpsd.dotProduct_mulVec_nonneg x
  rw [star_trivial, hq] at h0
  refine ⟨by linarith, fun hle => ?_⟩
  have hz := (hpsd.dotProduct_mulVec_zero_iff x).mp (by rw [star_trivial, hq]; linarith)
  rw [hmul] at hz
  exact sub_eq_zero.mp hz
```

Here `x ⬝ᵥ A *ᵥ x` is x·Ax, the energy expectation value multiplied by x·x, since x is not normalised. Set B = A − E₀(A)1. If Bu = βu with u ≠ 0, then Au = (E₀(A) + β)u, so β ≥ 0. Hence

0 ≤ x·Bx = x·Ax − E₀(A) x·x.

Let β_j be the eigenvalues of B and c_j the components of x in an orthonormal eigenbasis of B. Then x·Bx = Σ_j β_j c_j². If this vanishes, every β_j c_j is zero, so Bx = 0 and Ax = E₀(A)x. In Lean, `hpsd` records that B is positive semidefinite, and both parts follow from it.

```lean
/-- Continuation by zero changes neither the energy nor the squared norm of a vector. -/
theorem extendByZero_energy (H : Matrix n n ℝ) (S : Finset n) (y : S → ℝ) :
    extendByZero S y ⬝ᵥ H *ᵥ extendByZero S y = y ⬝ᵥ restrict H S *ᵥ y ∧
      extendByZero S y ⬝ᵥ extendByZero S y = y ⬝ᵥ y := by
  have hval : ∀ k : S, extendByZero S y k = y k := fun k => by simp [extendByZero]
  have hdot : ∀ g : n → ℝ, extendByZero S y ⬝ᵥ g = ∑ k : S, y k * g k := by
    intro g
    symm
    refine Fintype.sum_of_injective (fun k : S => (k : n)) Subtype.val_injective
      (fun k => y k * g k) (fun i => extendByZero S y i * g i) ?_ (fun k => by simp [hval])
    intro i hi
    have hiS : i ∉ S := fun h => hi ⟨⟨i, h⟩, rfl⟩
    simp [extendByZero, hiS]
  constructor
  · rw [hdot]
    refine Finset.sum_congr rfl fun k _ => ?_
    congr 1
    change H k ⬝ᵥ extendByZero S y = _
    rw [dotProduct_comm, hdot]
    exact Finset.sum_congr rfl fun j _ => mul_comm _ _
  · rw [hdot]
    exact Finset.sum_congr rfl fun k _ => by rw [hval]
```

Let Y be y continued by zero. Only sites in S contribute:

Y·HY = Σ_{i,j∈S} y_i H_ij y_j = y·H_S y,  Y·Y = y·y.

The auxiliary `hdot` reduces a sum over all sites to one over S.

```lean
/-- With nonpositive off-diagonal entries, replacing all amplitudes by their absolute values
does not raise the energy. -/
theorem abs_energy_le {A : Matrix n n ℝ} (hoff : ∀ i j, i ≠ j → A i j ≤ 0) (v : n → ℝ) :
    (fun i => |v i|) ⬝ᵥ A *ᵥ (fun i => |v i|) ≤ v ⬝ᵥ A *ᵥ v := by
  simp only [dotProduct, Matrix.mulVec, Finset.mul_sum]
  refine Finset.sum_le_sum fun i _ => Finset.sum_le_sum fun j _ => ?_
  by_cases hij : i = j
  · subst hij
    exact le_of_eq (by linear_combination A i i * abs_mul_abs_self (v i))
  · have h : v i * v j ≤ |v i| * |v j| := by
      rw [← abs_mul]
      exact le_abs_self _
    have h' := mul_le_mul_of_nonpos_left h (hoff i j hij)
    linarith
```

For i ≠ j, v_i v_j ≤ |v_i||v_j|. Multiplying by A_ij ≤ 0 reverses the inequality:

A_ij |v_i||v_j| ≤ A_ij v_i v_j.

Diagonal terms are unchanged. Summing gives |v|·A|v| ≤ v·Av.

## Zeros spread along couplings

```lean
/-- Let `H` be symmetric with nonpositive off-diagonal entries. If a nonnegative eigenvector
vanishes at a site, it vanishes at every site coupled to it. -/
theorem zero_spreads {H : Matrix n n ℝ} (hH : H.IsSymm) (hoff : ∀ i j, i ≠ j → H i j ≤ 0)
    {x : n → ℝ} (hx : ∀ i, 0 ≤ x i) {E : ℝ} (hE : H *ᵥ x = E • x) {i j : n}
    (hij : (couplingGraph H).Adj i j) (hi : x i = 0) : x j = 0 := by
  have hrow : ∑ k, H i k * x k = 0 := by
    have h : ∑ k, H i k * x k = E * x i := congrFun hE i
    rw [h, hi, mul_zero]
  have hterm : ∀ k ∈ Finset.univ, H i k * x k ≤ 0 := by
    intro k _
    by_cases hk : i = k
    · rw [← hk, hi, mul_zero]
    · exact mul_nonpos_of_nonpos_of_nonneg (hoff i k hk) (hx k)
  have hz := (Finset.sum_eq_zero_iff_of_nonpos hterm).mp hrow j (Finset.mem_univ j)
  have hne : H i j ≠ 0 := by
    rcases ((SimpleGraph.fromRel_adj _ _ _).mp hij).2 with h | h
    · exact h
    · rwa [hH.apply i j] at h
  exact (mul_eq_zero.mp hz).resolve_left hne
```

Let Hx = Ex with x ≥ 0 and x_i = 0. Row i reads

Σ_k H_ik x_k = E x_i = 0.

The term k = i vanishes and the others are nonpositive, so every term is zero (`hz`). Where H_ij ≠ 0, it follows that x_j = 0.

```lean
/-- Strict domain monotonicity: for a symmetric matrix with nonpositive off-diagonal entries and
connected coupling graph, the lowest eigenvalue lies strictly below that of the principal
submatrix on any nonempty proper subset of sites. -/
theorem strict_domain_monotonicity {H : Matrix n n ℝ} (hH : H.IsSymm)
    (hoff : ∀ i j, i ≠ j → H i j ≤ 0) (hconn : (couplingGraph H).Connected)
    {S : Finset n} (hS : S.Nonempty) (hproper : S ≠ Finset.univ) :
    lowestEigenvalue H < lowestEigenvalue (restrict H S) := by
  obtain ⟨s, hs⟩ := hS
  have : Nonempty S := ⟨⟨s, hs⟩⟩
  have hHS : (restrict H S).IsSymm := hH.submatrix _
  obtain ⟨φ, hφ0, hφ⟩ := (lowestEigenvalue_isLeast hHS).1
  by_contra hcon
  have hle := not_lt.mp hcon
  -- the trial vector: absolute values of the fragment ground state, continued by zero
  obtain ⟨h1, h2⟩ := extendByZero_energy H S (fun k => |φ k|)
  have h3 : (fun k => |φ k|) ⬝ᵥ (fun k => |φ k|) = φ ⬝ᵥ φ :=
    Finset.sum_congr rfl fun k _ => abs_mul_abs_self (φ k)
  have h4 := abs_energy_le (A := restrict H S)
    (fun i j hij => hoff i j fun h => hij (Subtype.ext h)) φ
  rw [hφ, dotProduct_smul, smul_eq_mul] at h4
  have hnn : 0 ≤ φ ⬝ᵥ φ := Finset.sum_nonneg fun k _ => mul_self_nonneg (φ k)
  have heig := (variational_principle hH (extendByZero S fun k => |φ k|)).2 (by
    rw [h1, h2, h3]
    exact h4.trans (mul_le_mul_of_nonneg_right hle hnn))
  have hx : ∀ i, 0 ≤ extendByZero S (fun k => |φ k|) i := by
    intro i
    by_cases hi : i ∈ S <;> simp [extendByZero, hi]
  -- its zeros spread from a site outside `S` along every path
  have hwalk : ∀ i j, (couplingGraph H).Walk i j →
      extendByZero S (fun k => |φ k|) i = 0 → extendByZero S (fun k => |φ k|) j = 0 := by
    intro i j w
    induction w with
    | nil => exact id
    | cons h _ ih => exact fun hi => ih (zero_spreads hH hoff hx heig h hi)
  obtain ⟨o, ho⟩ : ∃ o, o ∉ S := by
    by_contra h
    push Not at h
    exact hproper (Finset.eq_univ_iff_forall.mpr h)
  apply hφ0
  funext k
  obtain ⟨w⟩ := hconn.preconnected o k
  simpa [extendByZero] using hwalk o k w (by simp [extendByZero, ho])
```

Suppose instead that E₀(H_S) ≤ E₀(H). Take a ground state φ of H_S and let x be |φ| continued by zero. Then

x·Hx = |φ|·H_S|φ| ≤ φ·H_Sφ = E₀(H_S) φ·φ ≤ E₀(H) x·x.

By the equality case of the variational principle, Hx = E₀(H)x (`heig`). But x vanishes at some site o outside S. Induction along a path (`hwalk`) carries this zero to every site, so φ = 0, a contradiction.

## Strictness detects connectedness

```lean
/-- For a symmetric matrix with nonpositive off-diagonal entries on a nonempty set of sites, the
coupling graph is connected exactly when restriction to any nonempty proper subset of sites
strictly raises the lowest eigenvalue. -/
theorem connected_iff_strict [Nonempty n] {H : Matrix n n ℝ} (hH : H.IsSymm)
    (hoff : ∀ i j, i ≠ j → H i j ≤ 0) :
    (couplingGraph H).Connected ↔ ∀ S : Finset n, S.Nonempty → S ≠ Finset.univ →
      lowestEigenvalue H < lowestEigenvalue (restrict H S) := by
  classical
  refine ⟨fun hc S hS hp => strict_domain_monotonicity hH hoff hc hS hp, fun hstrict => ?_⟩
  obtain ⟨v, hv0, hv⟩ := (lowestEigenvalue_isLeast hH).1
  obtain ⟨o, ho⟩ := Function.ne_iff.mp hv0
  -- the connected component of a site where the ground state does not vanish
  obtain ⟨S, hS⟩ : ∃ S : Finset n, ∀ i, i ∈ S ↔ (couplingGraph H).Reachable o i :=
    ⟨Finset.univ.filter fun i => (couplingGraph H).Reachable o i, fun i => by simp⟩
  have hoS : o ∈ S := (hS o).mpr (SimpleGraph.Reachable.refl o)
  by_cases hp : S = Finset.univ
  · have hr : ∀ i, (couplingGraph H).Reachable o i :=
      fun i => (hS i).mp (hp ▸ Finset.mem_univ i)
    exact { preconnected := fun a b => (hr a).symm.trans (hr b), nonempty := ⟨o⟩ }
  · exfalso
    have : Nonempty S := ⟨⟨o, hoS⟩⟩
    have hmem : lowestEigenvalue H ∈ eigenvalueSet (restrict H S) := by
      refine ⟨fun k => v k, fun h => ho (congrFun h ⟨o, hoS⟩), funext fun k => ?_⟩
      have hsum : ∑ j : S, H k j * v j = ∑ j, H k j * v j := by
        refine Fintype.sum_of_injective (fun j : S => (j : n)) Subtype.val_injective
          (fun j => H k j * v j) (fun j => H k j * v j) ?_ (fun _ => rfl)
        intro j hj
        have hjS : j ∉ S := fun h => hj ⟨⟨j, h⟩, rfl⟩
        have hkj : (k : n) ≠ j := fun h => hjS (h ▸ k.2)
        have hz : H k j = 0 := by
          by_contra h
          have hadj : (couplingGraph H).Adj k j :=
            (SimpleGraph.fromRel_adj _ _ _).mpr ⟨hkj, Or.inl h⟩
          exact hjS ((hS j).mpr (((hS k).mp k.2).trans hadj.reachable))
        simp [hz]
      exact hsum.trans (congrFun hv k)
    exact absurd (hstrict S ⟨o, hoS⟩ hp)
      (not_lt_of_ge ((lowestEigenvalue_isLeast (hH.submatrix _)).2 hmem))
```

One direction is the previous theorem. For the other, take a ground state v of H with v_o ≠ 0, and let S be the connected component of o. If S contains all sites, the graph is connected. Otherwise H_kj = 0 for k in S and j outside, so

Σ_{j∈S} H_kj v_j = E₀(H) v_k for k in S.

Thus E₀(H) is an eigenvalue of H_S and E₀(H_S) ≤ E₀(H), contradicting strictness.

```lean
/-- For any real symmetric matrix, restriction to a nonempty subset of sites does not lower the
lowest eigenvalue. -/
theorem weak_domain_monotonicity {H : Matrix n n ℝ} (hH : H.IsSymm) {S : Finset n}
    (hS : S.Nonempty) : lowestEigenvalue H ≤ lowestEigenvalue (restrict H S) := by
  obtain ⟨s, hs⟩ := hS
  have : Nonempty S := ⟨⟨s, hs⟩⟩
  obtain ⟨φ, hφ0, hφ⟩ := (lowestEigenvalue_isLeast (A := restrict H S) (hH.submatrix _)).1
  obtain ⟨h1, h2⟩ := extendByZero_energy H S φ
  have h := (variational_principle hH (extendByZero S φ)).1
  rw [h1, h2, hφ, dotProduct_smul, smul_eq_mul] at h
  have hpos : 0 < φ ⬝ᵥ φ := lt_of_le_of_ne
    (Finset.sum_nonneg fun k _ => mul_self_nonneg (φ k))
    (fun h0 => hφ0 (dotProduct_self_eq_zero.mp h0.symm))
  exact le_of_mul_le_mul_right h hpos
```

Without sign or connectivity assumptions, a ground state φ of H_S continued by zero gives

E₀(H) φ·φ ≤ E₀(H_S) φ·φ.

Dividing by φ·φ > 0 gives the weak inequality.

## A triangle with positive couplings

```lean
/-- Three sites with zero diagonal and coupling `+1` between every pair. -/
def positiveTriangle : Matrix (Fin 3) (Fin 3) ℝ := fun i j => if i = j then 0 else 1
```

Call this matrix T. Every pair of sites has coupling +1.

```lean
/-- The sign condition matters: the triangle with positive couplings is symmetric and connected,
yet its lowest eigenvalue equals that of two of its sites. -/
theorem positiveTriangle_not_strict :
    positiveTriangle.IsSymm ∧ (couplingGraph positiveTriangle).Connected ∧
      lowestEigenvalue positiveTriangle =
        lowestEigenvalue (restrict positiveTriangle {0, 1}) := by
  have hsym : positiveTriangle.IsSymm :=
    Matrix.IsSymm.ext fun i j => by simp [positiveTriangle, eq_comm]
  refine ⟨hsym, { preconnected := fun i j => ?_, nonempty := ⟨0⟩ },
    le_antisymm (weak_domain_monotonicity hsym ⟨0, by simp⟩) ?_⟩
  · by_cases hij : i = j
    · rw [hij]
    · have hadj : (couplingGraph positiveTriangle).Adj i j :=
        (SimpleGraph.fromRel_adj _ _ _).mpr ⟨hij, Or.inl (by simp [positiveTriangle, hij])⟩
      exact hadj.reachable
  · have : Nonempty ({0, 1} : Finset (Fin 3)) := ⟨⟨0, by simp⟩⟩
    -- the antisymmetric combination on two sites has eigenvalue -1
    have hmem : (-1 : ℝ) ∈ eigenvalueSet (restrict positiveTriangle {0, 1}) := by
      refine ⟨fun k => if (k : Fin 3) = 0 then 1 else -1, fun h => ?_, ?_⟩
      · simpa using congrFun h ⟨0, by simp⟩
      · funext ⟨i, hi⟩
        change ∑ j : ({0, 1} : Finset (Fin 3)),
          positiveTriangle i j * (if (j : Fin 3) = 0 then 1 else -1)
            = -1 * (if i = 0 then 1 else -1)
        rw [Finset.sum_coe_sort ({0, 1} : Finset (Fin 3))
          (fun j => positiveTriangle i j * (if j = 0 then 1 else -1)),
          Finset.sum_pair (by decide)]
        rcases (by simpa using hi : i = 0 ∨ i = 1) with rfl | rfl <;>
          simp [positiveTriangle]
    refine ((lowestEigenvalue_isLeast (hsym.submatrix _)).2 hmem).trans ?_
    -- no eigenvalue of the triangle lies below -1
    obtain ⟨v, hv0, hv⟩ := (lowestEigenvalue_isLeast hsym).1
    have hpos : 0 < v ⬝ᵥ v := lt_of_le_of_ne
      (Finset.sum_nonneg fun k _ => mul_self_nonneg (v k))
      (fun h0 => hv0 (dotProduct_self_eq_zero.mp h0.symm))
    have e0 := congrFun hv 0
    have e1 := congrFun hv 1
    have e2 := congrFun hv 2
    simp [positiveTriangle, Matrix.mulVec, dotProduct, Fin.sum_univ_three] at e0 e1 e2
    have key : (lowestEigenvalue positiveTriangle + 1) * (v ⬝ᵥ v) = (v 0 + v 1 + v 2) ^ 2 := by
      simp only [dotProduct, Fin.sum_univ_three]
      linear_combination -(v 0 * e0 + v 1 * e1 + v 2 * e2)
    have hnn : 0 ≤ lowestEigenvalue positiveTriangle + 1 :=
      nonneg_of_mul_nonneg_left (key ▸ sq_nonneg _) hpos
    linarith

end StrictDomainMonotonicity
```

Let T_{0,1} denote the principal submatrix of T on the sites 0 and 1. The vector (1, −1) is an eigenvector of it with eigenvalue −1, so E₀(T_{0,1}) ≤ −1. For a ground state v of T,

(E₀(T) + 1) v·v = (v_0 + v_1 + v_2)² ≥ 0,

so E₀(T) ≥ −1. With weak monotonicity,

−1 ≤ E₀(T) ≤ E₀(T_{0,1}) ≤ −1,

and the two lowest eigenvalues agree. Symmetry and connectedness alone therefore do not give strictness.

```lean
#print axioms StrictDomainMonotonicity.strict_domain_monotonicity
-- 'StrictDomainMonotonicity.strict_domain_monotonicity' depends on axioms: [propext, Classical.choice, Quot.sound]
#print axioms StrictDomainMonotonicity.connected_iff_strict
-- 'StrictDomainMonotonicity.connected_iff_strict' depends on axioms: [propext, Classical.choice, Quot.sound]
#print axioms StrictDomainMonotonicity.positiveTriangle_not_strict
-- 'StrictDomainMonotonicity.positiveTriangle_not_strict' depends on axioms: [propext, Classical.choice, Quot.sound]
```

## Hard walls on a grid

For one particle on a line with grid spacing h, the three-point formula for the kinetic energy gives H_ii = 2t + V_i and neighbour couplings −t, where t = ħ²/(2mh²) and V_i is the potential. Deleting a grid point's row and column forces the wavefunction to vanish there, as at a hard wall.

With three points and V = 0, the lowest energy is (2 − √2)t ≈ 0.586t. Deleting an end point raises it to t; deleting the middle point raises it to 2t.

The theorem applies at each fixed spacing. Passing to the continuum is a separate step: in the limit h → 0, strict inequalities by themselves yield only ≤.
